# One drift parameter, between 0.193 and 0.194, minimises the sum of squared leading error coefficients of the two-stage position-first splitting

Let $A$ generate the drift (positions move), $B$ the kick (momenta change), and let $h$ be the time step. The symmetric step with two kicks and one free real parameter $x$ is

$$S_x(h)=e^{xhA}\,e^{hB/2}\,e^{(1-2x)hA}\,e^{hB/2}\,e^{xhA}.$$

With $[X,Y]=XY-YX$, its deviation from the exact flow begins at third order:

$$S_x(h)-e^{h(A+B)}=h^3\big(\alpha(x)\,[A,[A,B]]+\beta(x)\,[B,[A,B]]\big)+O(h^4),$$

$$\alpha(x)=\frac{1-6x+6x^2}{12},\qquad \beta(x)=\frac{1-6x}{24}.$$

The squared error measure $E(x)=\alpha(x)^2+\beta(x)^2$ has exactly one real minimiser $y$. It is the only real root of

$$c(x)=48x^3-72x^2+38x-5,$$

it satisfies $0.193<y<0.194$, and $E(y)>0$.

## The constant stored in the integrator

Suppose a molecular dynamics code is meant to use this step with the minimiser of $E$, stores $x$ as a numerical constant and computes the middle drift as $1-2x$. The step agrees with the exact flow through $h^2$ for every $x$, so a test that only confirms second-order convergence does not detect a mistyped constant. Comparing the stored number with the root of $c$ does, down to the precision of the comparison.

At $x=1/4$ the drifts are $1/4,1/2,1/4$, and the step is two position Verlet steps of length $h/2$. Both choices use two kicks per step, but the minimum of $E$ is less than one seventh of $E(1/4)$. This compares leading coefficients within a one-parameter family; it does not predict the error of a particular simulation.

## From the product of exponentials to the cubic

Expand $S_x(h)$ into words in $A$ and $B$. At first order the drifts sum to $1$ and so do the kicks, which gives $A+B$. At second order $AA$ and $BB$ have coefficient $1/2$. For $AB$, multiply each kick by the total drift to its left: $\tfrac12x+\tfrac12(1-x)=\tfrac12$. By the left-right symmetry of the step, $BA$ has the same coefficient. This is $(A+B)^2/2$.

At third order the exact flow gives every word the coefficient $1/6$. The words $AAA$ and $BBB$ agree with it. For words with one $B$, sum over the two kicks, using the drifts to the left and right of each:

- $AAB$ and $BAA$: $\tfrac12\cdot\tfrac12\big(x^2+(1-x)^2\big)=\tfrac14(1-2x+2x^2)$, which exceeds $\tfrac16$ by $\alpha(x)$.
- $ABA$: $\tfrac12x(1-x)+\tfrac12(1-x)x=x-x^2$, which differs from $\tfrac16$ by $-2\alpha(x)$.

For words with one $A$, sum over the three drifts:

- $ABB$ and $BBA$: $\tfrac12x+\tfrac18(1-2x)=\tfrac18(1+2x)$, which differs from $\tfrac16$ by $-\beta(x)$.
- $BAB$: $\tfrac14(1-2x)$, which differs from $\tfrac16$ by $2\beta(x)$.

Since $[A,[A,B]]=AAB-2ABA+BAA$ and $[B,[A,B]]=2BAB-ABB-BBA$, the stated error follows.

To minimise $E$, put $u=x-\tfrac12$ and, for a second parameter $y$, $v=y-\tfrac12$. Then $1-6x+6x^2=6u^2-\tfrac12$ and $1-6x=-(6u+2)$, so

$$48E(x)=12u^4+u^2+2u+\tfrac5{12},\qquad c(x)=48u^3+2u+2.$$

Thus $E'(x)=c(x)/48$. Subtracting the values at two points gives

$$48\big(E(x)-E(y)\big)=(u-v)\big(12(u^3+u^2v+uv^2+v^3)+u+v+2\big).$$

Take $c(y)$ out of the last bracket. What remains is

$$12(u^3+u^2v+uv^2-3v^3)+u-v=(u-v)\big(12(u+v)^2+24v^2+1\big).$$

Returning to $x$ and $y$,

$$E(x)-E(y)=\frac{(x-y)\,c(y)}{48}+\frac{(x-y)^2}{48}\Big(12(x+y-1)^2+24(y-\tfrac12)^2+1\Big).$$

If $c(y)=0$, the right-hand side is positive for every $x\ne y$, so $y$ is the strict global minimiser.

Such a root exists because $c(0.193)\approx-0.0029$ and $c(0.194)\approx0.0127$ have opposite signs. It is the only one because

$$c(x)-c(y)=(x-y)\Big(24(x-\tfrac12)^2+24(y-\tfrac12)^2+24(x+y-1)^2+2\Big),$$

whose second factor is positive.

Finally, $\beta(x)=0$ only at $x=1/6$, where $\alpha=1/72$. The two coefficients never vanish together, so $E>0$ everywhere. For the comparison with $x=1/4$, $E(1/4)=5/9216\approx5.43\times10^{-4}$, while $E(0.193)\approx7.31\times10^{-5}$ is already below one seventh of it, and the minimum is no larger.

## The Lean source

```lean
import Mathlib

namespace TwoStageSplitting

noncomputable section

variable {R : Type*} [Ring R] [Algebra ℝ R]

/-- The flow of the generator `X` as a formal power series in the time step. -/
def flow (X : R) : PowerSeries R :=
  PowerSeries.mk fun n => ((n.factorial : ℝ)⁻¹) • X ^ n

/-- The two-stage position-first step: drifts `x`, `1 - 2x`, `x` along `A`,
separated by two half kicks along `B`. -/
def splitStep (x : ℝ) (A B : R) : PowerSeries R :=
  flow (x • A) * (flow ((1 / 2 : ℝ) • B) * (flow ((1 - 2 * x) • A) *
    (flow ((1 / 2 : ℝ) • B) * flow (x • A))))

/-- The commutator of two generators. -/
def comm (X Y : R) : R := X * Y - Y * X

/-- The coefficient of `[A,[A,B]]` in the leading local error. -/
def errA (x : ℝ) : ℝ := (1 - 6 * x + 6 * x ^ 2) / 12

/-- The coefficient of `[B,[A,B]]` in the leading local error. -/
def errB (x : ℝ) : ℝ := (1 - 6 * x) / 24

/-- The squared error measure: the sum of the squares of the two error coefficients. -/
def errSq (x : ℝ) : ℝ := errA x ^ 2 + errB x ^ 2

/-- The cubic polynomial `48x³ - 72x² + 38x - 5`. -/
def cubic (x : ℝ) : ℝ := 48 * x ^ 3 - 72 * x ^ 2 + 38 * x - 5

omit [Algebra ℝ R] in
/-- The terms of a product of two power series up to third order in the time step. -/
theorem coeff_mul_low (f g : PowerSeries R) :
    PowerSeries.coeff 0 (f * g) = PowerSeries.coeff 0 f * PowerSeries.coeff 0 g ∧
    PowerSeries.coeff 1 (f * g) = PowerSeries.coeff 0 f * PowerSeries.coeff 1 g
      + PowerSeries.coeff 1 f * PowerSeries.coeff 0 g ∧
    PowerSeries.coeff 2 (f * g) = PowerSeries.coeff 0 f * PowerSeries.coeff 2 g
      + PowerSeries.coeff 1 f * PowerSeries.coeff 1 g
      + PowerSeries.coeff 2 f * PowerSeries.coeff 0 g ∧
    PowerSeries.coeff 3 (f * g) = PowerSeries.coeff 0 f * PowerSeries.coeff 3 g
      + PowerSeries.coeff 1 f * PowerSeries.coeff 2 g
      + PowerSeries.coeff 2 f * PowerSeries.coeff 1 g
      + PowerSeries.coeff 3 f * PowerSeries.coeff 0 g := by
  refine ⟨?_, ?_, ?_, ?_⟩ <;>
    rw [PowerSeries.coeff_mul, Finset.Nat.sum_antidiagonal_eq_sum_range_succ_mk] <;>
    simp [Finset.sum_range_succ]

/-- The terms of a flow up to third order in the time step. -/
theorem coeff_flow_low (X : R) :
    PowerSeries.coeff 0 (flow X) = 1 ∧
    PowerSeries.coeff 1 (flow X) = X ∧
    PowerSeries.coeff 2 (flow X) = (1 / 2 : ℝ) • (X * X) ∧
    PowerSeries.coeff 3 (flow X) = (1 / 6 : ℝ) • (X * (X * X)) := by
  refine ⟨?_, ?_, ?_, ?_⟩ <;> rw [flow, PowerSeries.coeff_mk] <;>
    norm_num [Nat.factorial, pow_succ, mul_assoc]

/-- For every `x` the step agrees with the exact flow of `A + B` through second order
in the time step. -/
theorem splitStep_second_order (x : ℝ) (A B : R) (n : ℕ) (hn : n ≤ 2) :
    PowerSeries.coeff n (splitStep x A B) = PowerSeries.coeff n (flow (A + B)) := by
  interval_cases n <;>
    simp only [splitStep, coeff_mul_low, coeff_flow_low, smul_mul_assoc, mul_smul_comm,
      mul_add, add_mul, smul_add, smul_smul, one_mul, mul_one] <;>
    module

/-- The third-order local error of the step is a combination of the two nested
commutators, with coefficients `errA x` and `errB x`. -/
theorem splitStep_third_order_error (x : ℝ) (A B : R) :
    PowerSeries.coeff 3 (splitStep x A B) - PowerSeries.coeff 3 (flow (A + B))
      = errA x • comm A (comm A B) + errB x • comm B (comm A B) := by
  -- expand both sides into words in `A` and `B`, then compare the real coefficients
  simp only [splitStep, coeff_mul_low, coeff_flow_low, comm, errA, errB, smul_mul_assoc,
    mul_smul_comm, mul_add, add_mul, mul_sub, sub_mul, smul_add, smul_sub, smul_smul,
    mul_assoc, one_mul, mul_one]
  module

/-- The difference of the error measure at two parameters is a term linear in `x - y`,
proportional to the cubic at `y`, plus `(x - y)²` times a positive factor. -/
theorem errSq_sub (x y : ℝ) :
    errSq x - errSq y = (x - y) * cubic y / 48
      + (x - y) ^ 2 * (12 * (x + y - 1) ^ 2 + 24 * (y - 1 / 2) ^ 2 + 1) / 48 := by
  unfold errSq errA errB cubic
  ring

/-- The error measure is positive for every real drift parameter. -/
theorem errSq_pos (x : ℝ) : 0 < errSq x := by
  by_cases h : x = 1 / 6
  · -- here the second coefficient vanishes, but the first does not
    rw [h]
    norm_num [errSq, errA, errB]
  · have hb : errB x ≠ 0 := by
      intro h0
      apply h
      unfold errB at h0
      linarith
    have h1 : 0 < errB x ^ 2 := by positivity
    have h2 : 0 ≤ errA x ^ 2 := sq_nonneg _
    unfold errSq
    linarith

/-- The squared error measure has a unique real minimiser; it is the only real root of
`48x³ - 72x² + 38x - 5`, it lies between 0.193 and 0.194, and the minimum is positive. -/
theorem optimal_drift_parameter :
    (∀ x, errSq x = (1 - 6 * x + 6 * x ^ 2) ^ 2 / 144 + (1 - 6 * x) ^ 2 / 576) ∧
    ∃ y : ℝ, 0.193 < y ∧ y < 0.194 ∧
      (∀ x, 48 * x ^ 3 - 72 * x ^ 2 + 38 * x - 5 = 0 ↔ x = y) ∧
      (∀ x, x ≠ y → errSq y < errSq x) ∧ 0 < errSq y := by
  refine ⟨fun x => by unfold errSq errA errB; ring, ?_⟩
  -- the cubic changes sign on the interval
  have hc : Continuous cubic := by
    unfold cubic
    fun_prop
  have hab : (0.193 : ℝ) ≤ 0.194 := by norm_num
  have hmem : (0 : ℝ) ∈ Set.Ioo (cubic 0.193) (cubic 0.194) := by
    constructor <;> norm_num [cubic]
  obtain ⟨y, hy, hroot⟩ := intermediate_value_Ioo hab hc.continuousOn hmem
  refine ⟨y, hy.1, hy.2, fun x => ⟨fun hx => ?_, fun hx => ?_⟩, fun x hx => ?_, errSq_pos y⟩
  · -- two roots coincide, since the difference quotient of the cubic is positive
    have hq : 0 < 24 * (x - 1 / 2) ^ 2 + 24 * (y - 1 / 2) ^ 2
        + 24 * (x + y - 1) ^ 2 + 2 := by positivity
    have hprod : (x - y) * (24 * (x - 1 / 2) ^ 2 + 24 * (y - 1 / 2) ^ 2
        + 24 * (x + y - 1) ^ 2 + 2) = 0 := by
      unfold cubic at hroot
      linear_combination hx - hroot
    rcases mul_eq_zero.mp hprod with h | h
    · linarith
    · exact absurd h hq.ne'
  · rw [hx]
    exact hroot
  · -- at the root only the positive quadratic remainder survives
    have hd : x - y ≠ 0 := sub_ne_zero.mpr hx
    have hpos : 0 < (x - y) ^ 2 *
        (12 * (x + y - 1) ^ 2 + 24 * (y - 1 / 2) ^ 2 + 1) / 48 := by positivity
    have h := errSq_sub x y
    rw [hroot, mul_zero, zero_div, zero_add] at h
    linarith

/-- At a minimiser the squared error measure is less than one seventh of its value at `x = 1/4`. -/
theorem minimum_lt_seventh (y : ℝ) (hy : ∀ x, errSq y ≤ errSq x) :
    errSq y < errSq (1 / 4) / 7 := by
  refine lt_of_le_of_lt (hy 0.193) ?_
  norm_num [errSq, errA, errB]

end

end TwoStageSplitting
```

```lean
#print axioms TwoStageSplitting.splitStep_second_order
#print axioms TwoStageSplitting.splitStep_third_order_error
#print axioms TwoStageSplitting.optimal_drift_parameter
#print axioms TwoStageSplitting.minimum_lt_seventh
```

```
'TwoStageSplitting.splitStep_second_order' depends on axioms: [propext, Classical.choice, Quot.sound]
'TwoStageSplitting.splitStep_third_order_error' depends on axioms: [propext, Classical.choice, Quot.sound]
'TwoStageSplitting.optimal_drift_parameter' depends on axioms: [propext, Classical.choice, Quot.sound]
'TwoStageSplitting.minimum_lt_seventh' depends on axioms: [propext, Classical.choice, Quot.sound]
```

## How the theorems and their proofs read

The generators are arbitrary elements of a real associative algebra `R` with unit. `flow X` is the power series whose $n$th coefficient is $X^n/n!$, and `splitStep x A B` is the product of five such series. The time step is the formal variable of the series, so `PowerSeries.coeff 3` extracts the $h^3$ term. The functions `errA`, `errB`, `errSq` and `cubic` are $\alpha$, $\beta$, $E$ and $c$.

`splitStep_second_order` states agreement with the exact flow for each order $n\le2$, and `splitStep_third_order_error` gives the commutator formula. Together they tie $E$ to the integrator. Their proofs use `coeff_mul_low` and `coeff_flow_low` to multiply the series up to third order; `simp only` expands the result into words, and `module` compares the real coefficients, as in the word count above.

`optimal_drift_parameter` first writes out `errSq` explicitly. It then gives a real `y` in the open interval such that the cubic vanishes at `x` exactly when `x = y`, every other `x` has a strictly larger error measure, and `errSq y` is positive. The root comes from `intermediate_value_Ioo`, the intermediate value theorem on an open interval. The factor `hq` is the positive one in the difference of cubics, and `linear_combination` supplies that factorisation. Strict minimality comes from `errSq_sub`, the identity for $E(x)-E(y)$, which `ring` verifies; once `hroot` removes the linear term, only the positive remainder is left. Positivity is `errSq_pos`, which treats $x=1/6$ separately.

`minimum_lt_seventh` takes any global minimiser `y`, compares it with the trial value 0.193, and finishes by exact rational arithmetic.

## Leading coefficients versus trajectory errors

The algebraic results hold for any `A` and `B`, so exchanging their roles gives the momentum-first step with the same optimal $x$. If the generators commute, both nested commutators vanish and the third-order error is zero for every $x$, although $E(x)$ remains positive: $E$ measures the coefficients, not the size of the operators they multiply.

Adding the squares with equal weight is a convention. It treats the two commutators as equally important and independent directions of error. In a given force field they may differ in size or partly cancel, and another $x$ may then give a smaller error.

The series are formal. The theorems contain no convergence statement, no bound on the terms beyond $h^3$, and no statement about stability at large time steps or long-time energy behaviour. Thermostats and constraints are covered only if the whole step has the five-factor form above, with the exact flows of two fixed generators.
